# Exactly one Bohr–Sommerfeld energy per quantum number for a continuous potential on a finite interval

Q: A diatomic molecule vibrates along its bond, at energy $E$ in a potential curve $V(x)$. To estimate its levels I compute the area enclosed by the classical orbit in phase space and require it to be $2\pi\hbar(n+\tfrac12)$. That is an equation for $E$. How do I know that it has one solution for each $n$, and not none or two?

A: Take $V$ continuous on $[a,b]$ with $a<b$, reduced mass $m>0$ and $\hbar>0$. Define the local momentum and the loop action by
$$p_E(x)=\sqrt{2m\max(E-V(x),0)},\qquad J(E)=2\int_a^b p_E(x)\,dx .$$
The maximum sets the momentum to zero in the forbidden region, so the turning points need not be located. The factor 2 accounts for the way out and the way back.

```lean
import Mathlib

open Real Set Filter

namespace BohrSommerfeld

noncomputable section

/-- The local classical momentum at position `x` and energy `E`, set to zero where
the potential exceeds the energy. -/
def momentum (V : ℝ → ℝ) (m E x : ℝ) : ℝ := √(2 * m * max (E - V x) 0)

/-- The loop action: twice the integral of the local momentum from `a` to `b`. -/
def action (V : ℝ → ℝ) (a b m E : ℝ) : ℝ := 2 * ∫ x in a..b, momentum V m E x

/-- The Bohr-Sommerfeld condition: the loop action at energy `E` equals `2πħ(n + 1/2)`. -/
def IsLevel (V : ℝ → ℝ) (a b m ħ : ℝ) (n : ℕ) (E : ℝ) : Prop :=
  action V a b m E = 2 * π * ħ * (n + 1 / 2)
```

Here `momentum` is the magnitude $p_E(x)$, and `action` is $J$, not the time integral of a Lagrangian. `IsLevel V a b m ħ n E` says that $E$ satisfies the quantization condition for the natural number $n$. The symbol `ħ` is a real parameter, later assumed positive.

Q: So the condition is put in by definition. What does the $\tfrac12$ stand for?

A: For the phase $\pi/2$ lost at each of two smooth turning points. The condition is postulated, and the theorems concern its solutions. That a solution lies close to an eigenvalue of the Schrödinger operator is the semiclassical approximation itself, and no hypothesis here supplies it.

Q: My curve might have two wells, and a bond can break. Does the definition notice?

A: No. With two wells, $J$ adds the areas of both, whereas below the barrier one would normally quantize each well separately. And once $E$ exceeds $V$ at an end of the interval, the integral simply stops there, as if a wall turned the particle back; the usual offset at a wall is different. A Morse-type curve has finitely many bound states, yet $J$ on a finite interval yields a level for every $n$. The physical reading belongs to one well with both turning points inside $(a,b)$.

Q: Then start with the mathematics. Why is $J$ continuous, when the turning points move with $E$?

A: Changing $E$ to $E'$ changes $\max(E-V(x),0)$ by at most $|E'-E|$. Since $|\sqrt u-\sqrt v|\le\sqrt{|u-v|}$ for $u,v\ge0$,
$$|J(E')-J(E)|\le 2(b-a)\sqrt{2m|E'-E|},$$
which tends to zero as $E'\to E$.

The Lean proof takes another route. (The first theorem below, that $p_E$ is continuous in $x$, is used only later.) The proof of `action_continuous` replaces $x$ by `max a (min b x)`, which leaves points of $[a,b]$ alone and makes the potential continuous on the whole line. The integrand is now jointly continuous in energy and position, and a Mathlib theorem on parametric integrals finishes the argument.

```lean
variable {V : ℝ → ℝ} {a b m ħ E₀ : ℝ}

/-- For a potential continuous on `[a, b]`, the local momentum is continuous in position
on `[a, b]`. -/
theorem momentum_continuousOn (hV : ContinuousOn V (Icc a b)) (E : ℝ) :
    ContinuousOn (momentum V m E) (Icc a b) := by
  have h : Continuous fun v : ℝ => √(2 * m * max (E - v) 0) := by fun_prop
  exact h.comp_continuousOn hV

/-- For a potential continuous on `[a, b]`, `a ≤ b`, the loop action is a continuous function of the
energy. -/
theorem action_continuous (hab : a ≤ b) (hV : ContinuousOn V (Icc a b)) :
    Continuous (action V a b m) := by
  -- clamp the position to `[a, b]`, which makes the potential continuous everywhere
  have hW : Continuous fun x => V (max a (min b x)) :=
    hV.comp_continuous (by fun_prop)
      (fun x => ⟨le_max_left _ _, max_le hab (min_le_left _ _)⟩)
  have h : action V a b m =
      fun E => 2 * ∫ x in a..b, √(2 * m * max (E - V (max a (min b x))) 0) := by
    funext E
    unfold action
    congr 1
    apply intervalIntegral.integral_congr
    intro x hx
    rw [uIcc_of_le hab] at hx
    simp only [momentum]
    rw [min_eq_right hx.2, max_eq_right hx.1]
  have hc : Continuous fun p : ℝ × ℝ =>
      √(2 * m * max (p.1 - V (max a (min b p.2))) 0) :=
    Real.continuous_sqrt.comp (continuous_const.mul
      ((continuous_fst.sub (hW.comp continuous_snd)).max continuous_const))
  rw [h]
  exact continuous_const.mul
    (intervalIntegral.continuous_parametric_intervalIntegral_of_continuous'
      (f := fun E x => √(2 * m * max (E - V (max a (min b x))) 0)) hc a b)
```

Q: Could $J$ have a plateau? Then a whole range of energies would satisfy the condition.

A: Not above the minimum of $V$. Call that minimum $E_0$; it is the bottom of the potential, not the ground-state energy. Let $E_0\le E<E'$. Then $p_E(x)\le p_{E'}(x)$ everywhere, and at a point $x_0$ with $V(x_0)=E_0$,
$$p_E(x_0)=\sqrt{2m(E-E_0)}<\sqrt{2m(E'-E_0)}=p_{E'}(x_0).$$
By continuity the strict inequality persists on a piece of $[a,b]$ of positive length around $x_0$, or to one side of it if $x_0$ is an end point. Hence $J(E)<J(E')$.

```lean
/-- For positive mass and a potential continuous on `[a, b]`, `a < b`, the loop action is
strictly increasing in the energy from the potential minimum `E₀` upward. -/
theorem action_strictMonoOn (hab : a < b) (hm : 0 < m) (hV : ContinuousOn V (Icc a b))
    (hE₀ : IsLeast (V '' Icc a b) E₀) : StrictMonoOn (action V a b m) (Ici E₀) := by
  intro E hE E' _ hlt
  obtain ⟨x₀, hx₀, hVx⟩ := hE₀.1
  have hE1 : E₀ ≤ E := hE
  have key : ∫ x in a..b, momentum V m E x < ∫ x in a..b, momentum V m E' x := by
    apply intervalIntegral.integral_lt_integral_of_continuousOn_of_le_of_exists_lt hab
      (momentum_continuousOn hV E) (momentum_continuousOn hV E')
    · intro x _
      unfold momentum
      gcongr
    · -- at the bottom of the well the momentum grows strictly
      refine ⟨x₀, hx₀, Real.sqrt_lt_sqrt (by positivity) ?_⟩
      have h1 : max (E - V x₀) 0 < max (E' - V x₀) 0 :=
        lt_max_of_lt_left (max_lt (by linarith) (by linarith))
      exact mul_lt_mul_of_pos_left h1 (by positivity)
  unfold action
  linarith
```

The hypothesis `IsLeast (V '' Icc a b) E₀` says that `E₀` is a value of $V$ on $[a,b]$ and that no value there is smaller. `StrictMonoOn … (Ici E₀)` is strict increase on $[E_0,\infty)$. In the proof, `gcongr` gives the inequality at every $x$, the `refine` line supplies $x_0$, and the integral lemma named in `key` turns the two into a strict inequality of integrals.

Q: Does continuity really matter there, or is it a convenience?

A: Take $V=1$ on $[-1,1]$ except $V(0)=0$. The minimum is $0$, but a single point contributes nothing to the integral, so $J(E)=4\sqrt{2m\max(E-1,0)}$ vanishes up to $E=1$. Continuity at all but one point is therefore not enough for strict increase from the minimum. Each $n$ still has one level in this example; what fails is the link between $J$ and the minimum.

Q: And for continuous $V$, where exactly is $J$ zero?

A: Exactly for $E\le E_0$. There $E-V(x)\le0$ for all $x$, so the integrand vanishes. If $E>E_0$, strict increase gives $J(E)>J(E_0)=0$.

```lean
/-- For positive mass and a potential continuous on `[a, b]`, `a < b`, the loop action
vanishes exactly at the energies not above the potential minimum `E₀`. -/
theorem action_eq_zero_iff (hab : a < b) (hm : 0 < m) (hV : ContinuousOn V (Icc a b))
    (hE₀ : IsLeast (V '' Icc a b) E₀) (E : ℝ) : action V a b m E = 0 ↔ E ≤ E₀ := by
  have hz : ∀ e, e ≤ E₀ → action V a b m e = 0 := by
    intro e he
    have h : ∫ x in a..b, momentum V m e x = ∫ _x in a..b, (0 : ℝ) := by
      apply intervalIntegral.integral_congr
      intro x hx
      rw [uIcc_of_le hab.le] at hx
      have h1 : e - V x ≤ 0 := by linarith [hE₀.2 (mem_image_of_mem V hx)]
      simp [momentum, max_eq_right h1]
    unfold action
    rw [h]
    simp
  refine ⟨fun h => ?_, hz E⟩
  by_contra hne
  have hlt : E₀ < E := not_le.1 hne
  have h2 := action_strictMonoOn hab hm hV hE₀ (mem_Ici.2 le_rfl) (mem_Ici.2 hlt.le) hlt
  rw [hz E₀ le_rfl, h] at h2
  exact lt_irrefl _ h2
```

The inner statement `hz` is the first half; the second is argued by contradiction from `action_strictMonoOn`.

Q: Large $n$ needs large action. Is there always enough?

A: Compare with a flat potential. If $V\le M$ on $[a,b]$, then $p_E(x)\ge\sqrt{2m\max(E-M,0)}$, and integrating gives
$$J(E)\ge 2(b-a)\sqrt{2m\max(E-M,0)}.$$
A continuous $V$ on $[a,b]$ has a maximum, which serves as $M$. The right-hand side tends to infinity with $E$, so $J$ does too.

```lean
/-- If a potential continuous on `[a, b]`, `a ≤ b`, nowhere exceeds `M` there, and the mass is
positive, the loop action is at least that of the constant potential `M`. -/
theorem le_action (hab : a ≤ b) (hm : 0 < m) (hV : ContinuousOn V (Icc a b)) {M : ℝ}
    (hM : ∀ x ∈ Icc a b, V x ≤ M) (E : ℝ) :
    2 * (b - a) * √(2 * m * max (E - M) 0) ≤ action V a b m E := by
  have h : ∫ _x in a..b, √(2 * m * max (E - M) 0) ≤ ∫ x in a..b, momentum V m E x := by
    apply intervalIntegral.integral_mono_on hab intervalIntegrable_const
      ((momentum_continuousOn hV E).intervalIntegrable_of_Icc hab)
    intro x hx
    have hx' := hM x hx
    unfold momentum
    gcongr
  rw [intervalIntegral.integral_const, smul_eq_mul] at h
  unfold action
  linarith

/-- For positive mass and a potential continuous on `[a, b]`, `a < b`, the loop action grows
beyond every bound as the energy tends to infinity. -/
theorem action_tendsto_atTop (hab : a < b) (hm : 0 < m) (hV : ContinuousOn V (Icc a b)) :
    Tendsto (action V a b m) atTop atTop := by
  obtain ⟨y, _, hy⟩ := isCompact_Icc.exists_isMaxOn (nonempty_Icc.2 hab.le) hV
  refine tendsto_atTop_mono (le_action hab.le hm hV (isMaxOn_iff.1 hy)) ?_
  have h1 : Tendsto (fun E : ℝ => max (E - V y) 0) atTop atTop := by
    refine tendsto_atTop.2 fun c => ?_
    filter_upwards [eventually_ge_atTop (c + V y)] with E hE
    exact le_max_of_le_left (by linarith)
  have hpos : 0 < 2 * (b - a) := by linarith
  have hm2 : 0 < 2 * m := by linarith
  exact (Real.tendsto_sqrt_atTop.comp (h1.const_mul_atTop hm2)).const_mul_atTop hpos
```

`le_action` is the comparison. In the second proof, compactness of $[a,b]$ provides a point `y` where $V$ is largest, and `tendsto_atTop_mono` passes the divergence from the lower bound to $J$.

Q: Now I can guess the rest: the intermediate value theorem.

A: Yes. Given $A>0$, choose $E_1\ge E_0$ with $J(E_1)\ge A$. Since $J(E_0)=0<A$ and $J$ is continuous, some $E\in[E_0,E_1]$ has $J(E)=A$. Any solution lies above $E_0$, because $J$ vanishes at and below it, and strict increase allows only one solution there.

```lean
/-- For positive mass and a potential continuous on `[a, b]`, `a < b`, each positive value of
the loop action belongs to exactly one energy, which lies above the potential minimum `E₀`. -/
theorem exists_energy_of_action (hab : a < b) (hm : 0 < m) (hV : ContinuousOn V (Icc a b))
    (hE₀ : IsLeast (V '' Icc a b) E₀) {A : ℝ} (hA : 0 < A) :
    ∃ E, E₀ < E ∧ ∀ ε, action V a b m ε = A ↔ ε = E := by
  have above : ∀ ε, action V a b m ε = A → E₀ < ε := by
    intro ε h
    by_contra hn
    have h0 := (action_eq_zero_iff hab hm hV hE₀ ε).2 (not_lt.1 hn)
    linarith
  obtain ⟨E₁, h1, h2⟩ := ((eventually_ge_atTop E₀).and
    ((action_tendsto_atTop hab hm hV).eventually_ge_atTop A)).exists
  have h0 := (action_eq_zero_iff hab hm hV hE₀ E₀).2 le_rfl
  -- the action passes continuously from zero to a value of at least `A`
  obtain ⟨E, _, hE⟩ := intermediate_value_Icc h1
    (action_continuous (m := m) hab.le hV).continuousOn ⟨h0.le.trans hA.le, h2⟩
  refine ⟨E, above E hE, fun ε => ⟨fun h => ?_, fun h => h ▸ hE⟩⟩
  exact (action_strictMonoOn hab hm hV hE₀).injOn (mem_Ici.2 (above ε h).le)
    (mem_Ici.2 (above E hE).le) (h.trans hE.symm)
```

The conclusion `∀ ε, action V a b m ε = A ↔ ε = E` packs both facts together: `E` has action `A`, and no other real energy does. The statement `above` places all solutions above the minimum, and `injOn` gives uniqueness.

Q: And the ladder of levels?

A: Put $A_n=2\pi\hbar(n+\tfrac12)$, which is positive, and let $E(n)$ be the energy with $J(E(n))=A_n$. I write $E(n)$ to keep the lowest level, $E(0)$, apart from the potential minimum $E_0$. If $n<k$, then $J(E(n))=A_n<A_k=J(E(k))$. Both energies lie above $E_0$, where $J$ is strictly increasing, so $E(n)<E(k)$.

```lean
/-- For positive mass and `ħ` and a potential continuous on `[a, b]`, `a < b`, each quantum
number `n` has exactly one Bohr-Sommerfeld level; the levels lie above the potential minimum
`E₀` and increase strictly with `n`. -/
theorem bohr_sommerfeld_levels (hab : a < b) (hm : 0 < m) (hħ : 0 < ħ)
    (hV : ContinuousOn V (Icc a b)) (hE₀ : IsLeast (V '' Icc a b) E₀) :
    ∃ E : ℕ → ℝ, StrictMono E ∧ (∀ n, E₀ < E n) ∧
      ∀ n ε, IsLevel V a b m ħ n ε ↔ ε = E n := by
  have hex : ∀ n : ℕ, ∃ E, E₀ < E ∧
      ∀ ε, action V a b m ε = 2 * π * ħ * ((n : ℝ) + 1 / 2) ↔ ε = E :=
    fun n => exists_energy_of_action hab hm hV hE₀ (by positivity)
  choose E hE hJ using hex
  refine ⟨E, fun n k hnk => ?_, hE, hJ⟩
  apply ((action_strictMonoOn hab hm hV hE₀).lt_iff_lt
    (mem_Ici.2 (hE n).le) (mem_Ici.2 (hE k).le)).1
  rw [(hJ n _).2 rfl, (hJ k _).2 rfl]
  gcongr
```

In words, there is a function `E` from quantum numbers to energies that is strictly increasing, stays above `E₀`, and satisfies: `ε` is a level for `n` if and only if `ε = E n`. The tactic `choose` collects the separate energies into that function, and `lt_iff_lt` reads the order of the energies off the order of the actions.

Q: In practice I often want only the number of levels up to some energy. Must I solve for all of them?

A: No, one integral is enough. First, $E(n)\le E$ holds exactly when $A_n\le J(E)$. If $E(n)\le E$, monotonicity gives $A_n\le J(E)$. If instead $E<E(n)$, then either $E\le E_0$ and $J(E)=0<A_n$, or $E>E_0$ and $J(E)<J(E(n))=A_n$. Dividing by $2\pi\hbar$ and adding $\tfrac12$,
$$E(n)\le E\iff n+1\le \frac{J(E)}{2\pi\hbar}+\frac12 .$$
Let $N$ be the integer part of the right-hand side. Since $n+1$ is an integer, the condition is $n+1\le N$, so the levels up to and including $E$ are those with $n=0,\dots,N-1$. They are distinct, so there are $N$ of them, and none if $N=0$.

```lean
/-- For positive mass and `ħ` and a potential continuous on `[a, b]`, `a < b`, the number of
Bohr-Sommerfeld levels not above `E` is the integer part of `J(E)/(2πħ) + 1/2`, where `J` is
the loop action. -/
theorem level_count (hab : a < b) (hm : 0 < m) (hħ : 0 < ħ)
    (hV : ContinuousOn V (Icc a b)) (E : ℝ) :
    {ε | ε ≤ E ∧ ∃ n, IsLevel V a b m ħ n ε}.ncard =
      ⌊action V a b m E / (2 * π * ħ) + 1 / 2⌋₊ := by
  obtain ⟨y, hy, hmin⟩ := isCompact_Icc.exists_isMinOn (nonempty_Icc.2 hab.le) hV
  have hE₀ : IsLeast (V '' Icc a b) (V y) :=
    ⟨mem_image_of_mem V hy, by rintro _ ⟨x, hx, rfl⟩; exact isMinOn_iff.1 hmin x hx⟩
  obtain ⟨e, mono, above, lev⟩ := bohr_sommerfeld_levels hab hm hħ hV hE₀
  have smono := action_strictMonoOn hab hm hV hE₀
  have hh : 0 < 2 * π * ħ := by positivity
  -- level `n` lies at or below `E` exactly when its action does not exceed that of `E`
  have key : ∀ n : ℕ, e n ≤ E ↔ 2 * π * ħ * ((n : ℝ) + 1 / 2) ≤ action V a b m E := by
    intro n
    have hn : action V a b m (e n) = 2 * π * ħ * ((n : ℝ) + 1 / 2) := (lev n _).2 rfl
    have hp : 0 < 2 * π * ħ * ((n : ℝ) + 1 / 2) := by positivity
    constructor
    · intro h
      rw [← hn]
      exact smono.monotoneOn (mem_Ici.2 (above n).le) (mem_Ici.2 ((above n).le.trans h)) h
    · intro h
      by_contra hne
      rcases le_total E (V y) with hl | hl
      · have h0 := (action_eq_zero_iff hab hm hV hE₀ E).2 hl
        linarith
      · have h1 := smono (mem_Ici.2 hl) (mem_Ici.2 (above n).le) (not_le.1 hne)
        linarith
  have floor : ∀ n : ℕ, n < ⌊action V a b m E / (2 * π * ħ) + 1 / 2⌋₊ ↔ e n ≤ E := by
    intro n
    have hd := le_div_iff₀ (a := (n : ℝ) + 1 / 2) (b := action V a b m E) hh
    rw [key n, ← Nat.succ_le_iff, Nat.le_floor_iff' (Nat.succ_ne_zero n), Nat.cast_succ]
    constructor
    · intro h
      have h1 := hd.1 (by linarith)
      linarith
    · intro h
      have h1 := hd.2 (by linarith)
      linarith
  have hset : {ε | ε ≤ E ∧ ∃ n, IsLevel V a b m ħ n ε} =
      e '' (Finset.range ⌊action V a b m E / (2 * π * ħ) + 1 / 2⌋₊ : Set ℕ) := by
    ext ε
    constructor
    · rintro ⟨hε, n, hn⟩
      have h1 := (lev n ε).1 hn
      exact ⟨n, Finset.mem_coe.2 (Finset.mem_range.2 ((floor n).2 (h1 ▸ hε))), h1.symm⟩
    · rintro ⟨n, hn, rfl⟩
      exact ⟨(floor n).1 (Finset.mem_range.1 (Finset.mem_coe.1 hn)), n, (lev n _).2 rfl⟩
  rw [hset, Set.ncard_image_of_injective _ mono.injective, Set.ncard_coe_finset,
    Finset.card_range]

end

end BohrSommerfeld
```

The set on the left contains the energies `ε ≤ E` that are levels for some `n`; `ncard` is its number of elements, and `⌊ ⌋₊` is the integer part as a natural number. `ncard` returns 0 for an infinite set, but `hset` shows that this one is the image of a finite range. The statements `key` and `floor` are the two equivalences above, with the level function now called `e`. No minimum is assumed this time, since the proof obtains it from continuity.

Q: So what may I take back to my molecule?

A: For a one-dimensional vibration in a continuous potential on a finite interval, a root search for the semiclassical level $n$ has exactly one root to find, and a single action integral says how many such levels lie at or below a given energy. Read them as estimates for the molecule only where the curve has a single well and the energy is below both $V(a)$ and $V(b)$; roots higher up depend on where the interval was cut off.

```lean
#print axioms BohrSommerfeld.bohr_sommerfeld_levels
#print axioms BohrSommerfeld.level_count
```

```
'BohrSommerfeld.bohr_sommerfeld_levels' depends on axioms: [propext, Classical.choice, Quot.sound]
'BohrSommerfeld.level_count' depends on axioms: [propext, Classical.choice, Quot.sound]
```
